# The second virial coefficient of a lattice gas on a finite regular graph is (1 − z f)/2

Take a lattice gas on a finite, nonempty graph of N sites in which every site has z neighbours. Each site holds at most one particle, and each occupied neighbour pair has energy −ε. Let β be the inverse temperature, a = exp(βμ) the activity with the chemical potential μ measured from the energy of an isolated particle, Ξ(a) the grand partition function, p(a) = log Ξ(a)/N and f = exp(βε) − 1. Then

p(0) = 0, p′(0) = 1, p″(0) = z f − 1.

If ρ(a) is the mean number of particles per site, it follows that

(p − ρ)/ρ² → (1 − z f)/2 as a → 0 from above.

Since ρ = a p′, the same derivatives give ρ = a + (z f − 1)a² plus terms smaller than a² as a → 0. For a lattice gas with only this pair interaction, this is a low-coverage check on the mean occupation sampled by a grand-canonical simulation in a finite periodic cell where every site has z distinct neighbours.

## The gas and its partition functions

```lean
import Mathlib

open Finset Filter Topology

namespace LatticeGasVirial

noncomputable section

variable {V : Type*} [Fintype V] [DecidableEq V] (G : SimpleGraph V) [DecidableRel G.Adj]
```

`V` is the finite set of sites and `G` the graph of neighbour pairs. A `SimpleGraph` has no bond from a site to itself and at most one bond between two sites. No geometry enters beyond this.

```lean
/-- The number of neighbour pairs with both sites occupied in the configuration `S`. -/
def occupiedPairs (S : Finset V) : ℕ := #{e ∈ G.edgeFinset | e ∈ S.sym2}
```

A configuration is the set `S` of occupied sites, so double occupation is excluded from the start. `S.sym2` contains the unordered pairs drawn from `S`, and `#` counts the edges among them. Write b(S) for this number.

```lean
/-- The energy of a configuration: `-ε` for each occupied neighbour pair. -/
def energy (ε : ℝ) (S : Finset V) : ℝ := -ε * occupiedPairs G S
```

The energy is −ε b(S). Positive ε means attraction, but the theorems accept any real ε.

```lean
/-- The Boltzmann weight of a configuration at inverse temperature `β`. -/
def weight (β ε : ℝ) (S : Finset V) : ℝ := Real.exp (-β * energy G ε S)
```

The Boltzmann weight is w(S) = exp(βε b(S)).

```lean
/-- The canonical partition function of `n` particles. -/
def canonical (β ε : ℝ) (n : ℕ) : ℝ := ∑ S ∈ powersetCard n (univ : Finset V), weight G β ε S
```

`powersetCard n univ` is the collection of all n-site configurations, and Qₙ is the sum of w(S) over them.

```lean
/-- The grand partition function at activity `a`. -/
def grandPartition (β ε a : ℝ) : ℝ := ∑ S : Finset V, weight G β ε S * a ^ S.card
```

The grand partition function sums over all configurations, with |S| the number of particles:

Ξ(a) = Σ_S w(S) a^|S|.

The activity a stands for exp(βμ), with μ the chemical potential measured from the energy of an isolated particle on a site.

```lean
/-- The logarithm of the grand partition function per site. -/
def reducedPressure (β ε a : ℝ) : ℝ := Real.log (grandPartition G β ε a) / Fintype.card V
```

This is p(a) = log Ξ(a)/N. Physically it is β times the pressure times the volume per site, with the finite-system pressure defined through log Ξ.

```lean
/-- The grand-canonical mean number of particles per site. -/
def coverage (β ε a : ℝ) : ℝ :=
  (∑ S : Finset V, (S.card : ℝ) * (weight G β ε S * a ^ S.card)) /
    grandPartition G β ε a / Fintype.card V
```

The coverage is the ensemble average of |S|/N, written directly as a weighted sum. Its relation to p′ is proved below.

```lean
/-- The Mayer factor of a neighbour pair. -/
def mayer (β ε : ℝ) : ℝ := Real.exp (β * ε) - 1
```

The Mayer factor f measures how far the weight of a bonded pair departs from that of two independent particles.

```lean
/-- The grand partition function as a formal polynomial in the activity. -/
def gasPolynomial (β ε : ℝ) : Polynomial ℝ :=
  ∑ S : Finset V, Polynomial.monomial S.card (weight G β ε S)
```

This is Ξ as a formal polynomial, with one monomial w(S) a^|S| per configuration. Its coefficients will supply the derivatives at a = 0.

## Zero, one and two particles

```lean
/-- Summed over all two-particle configurations, the occupied neighbour pairs number
as many as the edges of the lattice. -/
theorem sum_occupiedPairs :
    ∑ S ∈ powersetCard 2 (univ : Finset V), occupiedPairs G S = G.edgeFinset.card := by
  simp only [occupiedPairs, card_filter]
  rw [sum_comm, card_eq_sum_ones]
  refine sum_congr rfl fun e he => ?_
  rw [← card_filter, card_eq_one]
  induction e using Sym2.ind with
  | _ x y =>
    rw [SimpleGraph.mem_edgeFinset, SimpleGraph.mem_edgeSet] at he
    -- the only two-site set containing both ends of the edge is the edge itself
    refine ⟨{x, y}, ?_⟩
    ext S
    simp only [mem_filter, mem_powersetCard_univ, mem_singleton, mk_mem_sym2_iff]
    constructor
    · rintro ⟨h2, hx, hy⟩
      symm
      apply eq_of_subset_of_card_le
      · intro t ht
        rw [mem_insert, mem_singleton] at ht
        rcases ht with rfl | rfl <;> assumption
      · rw [h2, card_pair he.ne]
    · rintro rfl
      exact ⟨card_pair he.ne, by simp, by simp⟩
```

Count pairs (S, e) in which S has two sites and contains both ends of the edge e. Each S belongs to b(S) such pairs, so their number is Σ b(S). Each edge belongs to exactly one, because only S = {x, y} contains both ends of the edge xy. Hence

Σ_{|S|=2} b(S) = |E|,

where |E| is the number of edges. In the proof, `sum_comm` exchanges the sums, and the rest shows that the two-site set is unique.

```lean
/-- The canonical partition function is one for zero particles and the number of sites for one
particle. -/
theorem canonical_zero_one (β ε : ℝ) :
    canonical G β ε 0 = 1 ∧ canonical G β ε 1 = Fintype.card V := by
  constructor
  · simp [canonical, weight, energy, occupiedPairs]
    -- an edge has an endpoint, so none lies in the empty configuration
    refine Or.inr (Or.inr fun e _ => ?_)
    induction e using Sym2.ind with
    | _ x y => exact ⟨x, Sym2.mem_mk_left x y⟩
  · have h : ∀ S ∈ powersetCard 1 (univ : Finset V), weight G β ε S = 1 := by
      intro S hS
      obtain ⟨v, rfl⟩ := card_eq_one.mp (mem_powersetCard_univ.mp hS)
      have h0 : occupiedPairs G {v} = 0 := by
        rw [occupiedPairs, card_eq_zero, filter_eq_empty_iff]
        intro e he hS
        induction e using Sym2.ind with
        | _ x y =>
          rw [SimpleGraph.mem_edgeFinset, SimpleGraph.mem_edgeSet] at he
          rw [mk_mem_sym2_iff, mem_singleton, mem_singleton] at hS
          exact he.ne (hS.1.trans hS.2.symm)
      simp [weight, energy, h0]
    rw [canonical, sum_congr rfl h]
    simp
```

The empty configuration has no bonds and weight 1, so Q₀ = 1. A single particle has no bonds either, since an edge needs two different ends. Each of the N one-particle configurations therefore has weight 1, and Q₁ = N.

```lean
/-- The two-particle partition function is the number of site pairs plus the Mayer factor
times the number of neighbour pairs. -/
theorem canonical_two (β ε : ℝ) : canonical G β ε 2 =
    (Fintype.card V : ℝ) * (Fintype.card V - 1) / 2 + mayer β ε * G.edgeFinset.card := by
  have h : ∀ S ∈ powersetCard 2 (univ : Finset V),
      weight G β ε S = 1 + mayer β ε * (occupiedPairs G S : ℝ) := by
    intro S hS
    obtain ⟨u, v, -, rfl⟩ := card_eq_two.mp (mem_powersetCard_univ.mp hS)
    -- two particles form at most one bond
    have h1 : occupiedPairs G {u, v} ≤ #({s(u, v)} : Finset (Sym2 V)) := by
      refine card_le_card fun e he => ?_
      obtain ⟨he, hS⟩ := mem_filter.mp he
      induction e using Sym2.ind with
      | _ x y =>
        rw [SimpleGraph.mem_edgeFinset, SimpleGraph.mem_edgeSet] at he
        simp only [mk_mem_sym2_iff, mem_insert, mem_singleton] at hS
        rw [mem_singleton]
        rcases hS with ⟨h1 | h1, h2 | h2⟩
        · exact absurd (h1.trans h2.symm) he.ne
        · rw [h1, h2]
        · rw [h1, h2, Sym2.eq_swap]
        · exact absurd (h1.trans h2.symm) he.ne
    rw [card_singleton] at h1
    rcases Nat.le_one_iff_eq_zero_or_eq_one.mp h1 with h | h <;>
      simp [weight, energy, mayer, h]
  rw [canonical, sum_congr rfl h, sum_add_distrib, ← mul_sum, ← Nat.cast_sum,
    sum_occupiedPairs, sum_const, nsmul_eq_mul, mul_one, card_powersetCard, card_univ,
    Nat.cast_choose_two]
```

Two particles form either no bond or one. In both cases

w(S) = 1 + f b(S),

because exp(0) = 1 and exp(βε) = 1 + f. Summing over the N(N − 1)/2 site pairs and using the edge count gives

Q₂ = N(N − 1)/2 + f |E|.

The inner statement `h1` is the bound b(S) ≤ 1; the proof then treats the two values separately.

## From the polynomial to the pressure

```lean
/-- The gas polynomial evaluates to the grand partition function, and its coefficients are
the canonical partition functions. -/
theorem gasPolynomial_spec (β ε : ℝ) :
    (∀ a, (gasPolynomial G β ε).eval a = grandPartition G β ε a) ∧
    ∀ n, (gasPolynomial G β ε).coeff n = canonical G β ε n := by
  constructor
  · intro a
    simp only [gasPolynomial, grandPartition, Polynomial.eval_finsetSum, Polynomial.eval_monomial]
  · intro n
    simp only [gasPolynomial, Polynomial.finsetSum_coeff, Polynomial.coeff_monomial]
    rw [← sum_filter, canonical]
    exact sum_congr (by ext S; simp) fun _ _ => rfl
```

The first part says that evaluating the polynomial at a gives Ξ(a). The second says that its n-th coefficient is Qₙ, by collecting the configurations with n particles. Thus Ξ(a) = Σₙ Qₙ aⁿ.

```lean
/-- The grand partition function is positive at every nonnegative activity. -/
theorem grandPartition_pos (β ε : ℝ) {a : ℝ} (ha : 0 ≤ a) : 0 < grandPartition G β ε a := by
  have hw : ∀ S, 0 < weight G β ε S := fun S => Real.exp_pos _
  refine sum_pos' (fun S _ => mul_nonneg (hw S).le (pow_nonneg ha _)) ⟨∅, mem_univ _, ?_⟩
  simpa using hw ∅
```

For a ≥ 0 every term of Ξ(a) is nonnegative, and the empty configuration contributes 1. So Ξ(a) > 0.

```lean
/-- Where the grand partition function is nonzero, the derivative of the reduced pressure is the
logarithmic derivative of the grand partition function, divided by the number of sites. -/
theorem hasDerivAt_reducedPressure (β ε : ℝ) {a : ℝ} (ha : grandPartition G β ε a ≠ 0) :
    HasDerivAt (reducedPressure G β ε) ((gasPolynomial G β ε).derivative.eval a /
      (gasPolynomial G β ε).eval a / Fintype.card V) a := by
  have e : reducedPressure G β ε =
      fun x => Real.log ((gasPolynomial G β ε).eval x) / Fintype.card V := by
    funext x
    rw [reducedPressure, (gasPolynomial_spec G β ε).1]
  rw [← (gasPolynomial_spec G β ε).1] at ha
  rw [e]
  exact (((gasPolynomial G β ε).hasDerivAt a).log ha).div_const _
```

`HasDerivAt g m a` says that g is differentiable at a with derivative m. The chain rule gives

p′(a) = Ξ′(a)/(N Ξ(a))

wherever Ξ(a) ≠ 0. Negative values of Ξ, possible only at negative a, are covered because Lean's real logarithm of a negative number x is log|x|.

```lean
/-- At nonnegative activity, the mean coverage is the activity times the derivative of the reduced
pressure. -/
theorem coverage_eq (β ε : ℝ) {a : ℝ} (ha : 0 ≤ a) :
    coverage G β ε a = a * deriv (reducedPressure G β ε) a := by
  have h : ∑ S : Finset V, (S.card : ℝ) * (weight G β ε S * a ^ S.card) =
      a * (gasPolynomial G β ε).derivative.eval a := by
    rw [gasPolynomial, Polynomial.derivative_sum, Polynomial.eval_finsetSum, mul_sum]
    refine sum_congr rfl fun S _ => ?_
    rw [Polynomial.derivative_monomial, Polynomial.eval_monomial]
    generalize S.card = n
    cases n with
    | zero => simp
    | succ n => rw [Nat.add_sub_cancel]; ring
  rw [(hasDerivAt_reducedPressure G β ε (grandPartition_pos G β ε ha).ne').deriv,
    (gasPolynomial_spec G β ε).1, coverage, h]
  ring
```

Since a · d(aⁿ)/da = n aⁿ, the weighted sum in the coverage is a Ξ′(a). Therefore, for a ≥ 0,

ρ(a) = a Ξ′(a)/(N Ξ(a)) = a p′(a).

The proof checks the monomial identity separately for n = 0 and n ≥ 1.

## Three values at zero activity

```lean
/-- On a nonempty `z`-regular lattice the reduced pressure has, at zero activity, value 0,
first derivative 1 and second derivative `z f - 1`, with `f` the Mayer factor. -/
theorem reducedPressure_expansion [Nonempty V] {z : ℕ} (hG : G.IsRegularOfDegree z) (β ε : ℝ) :
    reducedPressure G β ε 0 = 0 ∧ HasDerivAt (reducedPressure G β ε) 1 0 ∧
    HasDerivAt (deriv (reducedPressure G β ε)) (z * mayer β ε - 1) 0 := by
  obtain ⟨hev, hco⟩ := gasPolynomial_spec G β ε
  obtain ⟨q0, q1⟩ := canonical_zero_one G β ε
  have hN : (Fintype.card V : ℝ) ≠ 0 := Nat.cast_ne_zero.mpr Fintype.card_ne_zero
  have e0 : (gasPolynomial G β ε).eval 0 = 1 := by
    rw [← Polynomial.coeff_zero_eq_eval_zero, hco, q0]
  have e1 : (gasPolynomial G β ε).derivative.eval 0 = Fintype.card V := by
    rw [← Polynomial.coeff_zero_eq_eval_zero, Polynomial.coeff_derivative, hco]
    show canonical G β ε 1 * _ = _
    rw [q1]
    simp
  have e2 : (gasPolynomial G β ε).derivative.derivative.eval 0 = 2 * canonical G β ε 2 := by
    rw [← Polynomial.coeff_zero_eq_eval_zero, Polynomial.coeff_derivative,
      Polynomial.coeff_derivative, hco]
    show canonical G β ε 2 * _ * _ = _
    push_cast
    ring
  -- each edge has two ends
  have hs : (Fintype.card V : ℝ) * z = 2 * G.edgeFinset.card := by
    have h := G.sum_degrees_eq_twice_card_edges
    simp only [hG.degree_eq, sum_const, card_univ, smul_eq_mul] at h
    exact_mod_cast h
  have hne : (gasPolynomial G β ε).eval 0 ≠ 0 := by rw [e0]; exact one_ne_zero
  refine ⟨by rw [reducedPressure, ← hev, e0, Real.log_one, zero_div], ?_, ?_⟩
  · have h := hasDerivAt_reducedPressure G β ε (a := 0) (by rwa [← hev])
    rwa [e0, e1, div_one, div_self hN] at h
  · have h := (((gasPolynomial G β ε).derivative.hasDerivAt 0).fun_div
      ((gasPolynomial G β ε).hasDerivAt 0) hne).div_const (Fintype.card V : ℝ)
    have hd := h.congr_of_eventuallyEq (f₁ := deriv (reducedPressure G β ε)) (by
      filter_upwards [(gasPolynomial G β ε).continuous.continuousAt.eventually_ne hne] with a ha
      exact (hasDerivAt_reducedPressure G β ε (by rwa [← hev])).deriv)
    refine hd.congr_deriv ?_
    rw [e0, e1, e2, canonical_two, div_eq_iff hN]
    linear_combination (-mayer β ε) * hs
```

The hypothesis `hG` says that every site has exactly z neighbours, and `[Nonempty V]` says that N ≥ 1. The three parts joined by `∧` are the value, the first derivative and the derivative of `deriv (reducedPressure G β ε)`, which is the second derivative.

The coefficients give Ξ(0) = 1, Ξ′(0) = Q₁ = N and Ξ″(0) = 2Q₂; these are `e0`, `e1` and `e2`. Hence p(0) = log 1/N = 0 and p′(0) = N/N = 1. The quotient rule gives

p″(0) = (Ξ″(0) Ξ(0) − Ξ′(0)²)/(N Ξ(0)²)
= (2Q₂ − N²)/N
= (N(N − 1) + 2f |E| − N²)/N
= −1 + 2f |E|/N.

Each edge has two ends, so N z = 2|E|, which is `hs`. This turns the last line into z f − 1.

To differentiate p′, Lean needs its formula in a neighbourhood of zero and not just at the point. Continuity supplies this: Ξ(0) = 1, so Ξ stays nonzero nearby. The final `linear_combination` does the algebra with N z = 2|E|.

## The limit at low coverage

```lean
/-- The second virial coefficient on a nonempty `z`-regular lattice, with `f` the Mayer factor: as
the activity tends to zero from above, the reduced pressure minus the coverage, divided by the
coverage squared, tends to `(1 - z f) / 2`. -/
theorem second_virial_coefficient [Nonempty V] {z : ℕ} (hG : G.IsRegularOfDegree z) (β ε : ℝ) :
    Tendsto (fun a => (reducedPressure G β ε a - coverage G β ε a) / coverage G β ε a ^ 2)
      (𝓝[>] 0) (𝓝 ((1 - z * mayer β ε) / 2)) := by
  obtain ⟨p0, p1, p2⟩ := reducedPressure_expansion G hG β ε
  have hpos : ∀ᶠ a : ℝ in 𝓝[>] 0, 0 < a := eventually_mem_nhdsWithin
  have h1 : Tendsto (fun a => (deriv (reducedPressure G β ε) a - 1) / a) (𝓝[>] 0)
      (𝓝 (z * mayer β ε - 1)) := by
    have h := (hasDerivAt_iff_tendsto_slope.mp p2).mono_left
      (nhdsWithin_mono (0 : ℝ) (fun x (hx : x ∈ Set.Ioi (0 : ℝ)) => (Set.mem_Ioi.mp hx).ne'))
    refine h.congr fun a => ?_
    rw [slope_def_field, p1.deriv, sub_zero]
  -- second-order behaviour of the pressure by L'Hôpital's rule
  have h2 : Tendsto (fun a => (reducedPressure G β ε a - a) / a ^ 2) (𝓝[>] 0)
      (𝓝 ((z * mayer β ε - 1) / 2)) := by
    apply HasDerivAt.lhopital_zero_nhdsGT
      (f' := fun a => deriv (reducedPressure G β ε) a - 1) (g' := fun a => 2 * a)
    · filter_upwards [hpos] with a ha
      exact (hasDerivAt_reducedPressure G β ε
        (grandPartition_pos G β ε ha.le).ne').differentiableAt.hasDerivAt.fun_sub (hasDerivAt_id' a)
    · filter_upwards with a
      simpa using hasDerivAt_pow 2 a
    · filter_upwards [hpos] with a ha
      positivity
    · have h := (p1.continuousAt.tendsto.sub (continuous_id.tendsto (0 : ℝ))).mono_left
        (nhdsWithin_le_nhds (s := Set.Ioi 0))
      simpa [p0] using h
    · have h := ((continuous_pow 2).tendsto (0 : ℝ)).mono_left
        (nhdsWithin_le_nhds (s := Set.Ioi 0))
      simpa using h
    · refine (h1.div_const 2).congr fun a => ?_
      rw [div_div, mul_comm a 2]
  have h3 : Tendsto (deriv (reducedPressure G β ε)) (𝓝[>] 0) (𝓝 1) := by
    have h := p2.continuousAt.tendsto.mono_left (nhdsWithin_le_nhds (s := Set.Ioi 0))
    rwa [p1.deriv] at h
  have h4 := (h2.sub h1).div (h3.pow 2) (by norm_num)
  have hc : ((z * mayer β ε - 1) / 2 - (z * mayer β ε - 1)) / 1 ^ 2 =
      (1 - z * mayer β ε) / 2 := by ring
  rw [hc] at h4
  refine h4.congr' ?_
  filter_upwards [hpos] with a ha
  have hq : (reducedPressure G β ε a - a) / a ^ 2 - (deriv (reducedPressure G β ε) a - 1) / a =
      (reducedPressure G β ε a - a * deriv (reducedPressure G β ε) a) / a ^ 2 := by
    have ha' := ha.ne'
    rw [eq_div_iff (pow_ne_zero 2 ha'), sub_mul, div_mul_cancel₀ _ (pow_ne_zero 2 ha'),
      pow_two, ← mul_assoc, div_mul_cancel₀ _ ha']
    ring
  simp only [Pi.div_apply]
  rw [coverage_eq G β ε ha.le, hq, div_div, mul_pow]

end

end LatticeGasVirial
```

`Tendsto` expresses a limit; `𝓝[>] 0` means that a approaches zero through positive values. Put c = z f − 1. The second derivative at zero gives

(p′(a) − 1)/a → c,

which is `h1`. Both p(a) − a and a² vanish at zero, so L'Hôpital's rule compares their derivatives, p′(a) − 1 and 2a:

(p(a) − a)/a² → c/2.

This is `h2`. Subtracting the first limit from the second,

(p − a p′)/a² = (p − a)/a² − (p′ − 1)/a → c/2 − c = −c/2.

Since ρ = a p′, dividing by (p′)², which tends to 1 by `h3`, yields

(p − ρ)/ρ² → −c/2 = (1 − z f)/2.

Equivalently, p = ρ + (1 − z f)ρ²/2 plus terms smaller than ρ² as ρ → 0. The 1/2 comes from the exclusion of double occupation, and −z f/2 from the neighbour interaction.

The coefficient depends on the graph only through z, but the limit is taken on a fixed finite graph. An infinite lattice would also require control of N → ∞ together with a → 0. An open lattice whose boundary sites have fewer neighbours than its interior sites is excluded by the regularity hypothesis.

```lean
#print axioms LatticeGasVirial.second_virial_coefficient
```

```
'LatticeGasVirial.second_virial_coefficient' depends on axioms: [propext, Classical.choice, Quot.sound]
```
